# Prequantization on $\mathbb{C}[q,p]$ obeys the Dirac condition, but position and momentum act reducibly

Groenewold's obstruction says that no linear map $T$ from polynomial observables to operators can send $1$ to the identity, turn Poisson brackets into commutators by $[T(f),T(g)]=i\hbar\,T(\{f,g\})$ with $\hbar\neq0$, and make position and momentum act irreducibly. With only that statement in hand, one could blame the first two demands and conclude that brackets and commutators are incompatible beyond low degree. An explicit $T$ rules this reading out: it meets both demands for all polynomials, while its position and momentum operators do not act irreducibly. The impossibility theorem itself is not proved here.

## The model

Observables $f,g$ and states $\psi$ are complex polynomials in one position $q$ (index 0) and one momentum $p$ (index 1). There is no inner product, so self-adjointness is not addressed.

```lean
import Mathlib

open MvPolynomial Complex

namespace Prequantization

noncomputable section

/-- Complex polynomials on the phase plane; they serve as observables and as states. -/
abbrev Obs := MvPolynomial (Fin 2) ℂ

/-- The position coordinate. -/
def q : Obs := X 0

/-- The momentum coordinate. -/
def p : Obs := X 1
```

Subscripts denote partial derivatives. The linear operators $\partial_q,\partial_p$ are `dq` and `dp`, and the sign convention is $\{f,g\}=f_qg_p-f_pg_q$, so $\{q,p\}=1$.

```lean
/-- The operator `∂/∂q`. -/
def dq : Module.End ℂ Obs := (pderiv 0 : Derivation ℂ Obs Obs).toLinearMap

/-- The operator `∂/∂p`. -/
def dp : Module.End ℂ Obs := (pderiv 1 : Derivation ℂ Obs Obs).toLinearMap

/-- The Poisson bracket `{f,g} = f_q g_p - f_p g_q`. -/
def bracket (f g : Obs) : Obs := dq f * dp g - dp f * dq g
```

For real $\hbar$ put $c=i\hbar$, $D_f=\{f,\cdot\}$ and $L_f=f-pf_p$. The operator `preq ℏ f` is
$$T(f)\psi=c\,D_f\psi+L_f\,\psi .$$

```lean
/-- The prequantization operator `T(f) ψ = iℏ {f,ψ} + (f - p ∂f/∂p) ψ`. -/
def preq (ℏ : ℝ) (f : Obs) : Module.End ℂ Obs where
  toFun ψ := (I * ℏ : ℂ) • bracket f ψ + (f - p * dp f) * ψ
  map_add' x y := by
    simp only [bracket, map_add, smul_eq_C_mul]
    ring
  map_smul' c x := by
    simp only [bracket, map_smul, RingHom.id_apply]
    simp only [smul_eq_C_mul]
    ring
```

A state is polarized if $\psi_p=0$. Irreducibility is algebraic: every linear subspace $W$ invariant under both operators is zero (`⊥`) or everything (`⊤`), with no closure condition.

```lean
/-- The polarized states: those annihilated by `∂/∂p`. -/
def polarized : Submodule ℂ Obs := LinearMap.ker dp

/-- Two operators act irreducibly if every subspace invariant under both is zero or
the whole space. -/
def ActsIrreducibly (A B : Module.End ℂ Obs) : Prop :=
  ∀ W : Submodule ℂ Obs, (∀ ψ ∈ W, A ψ ∈ W) → (∀ ψ ∈ W, B ψ ∈ W) → W = ⊥ ∨ W = ⊤
```

## Calculus

All computations use the product rule, $q_q=p_p=1$, $q_p=p_q=0$, and vanishing derivatives of $1$.

```lean
/-- The Leibniz rule for `∂/∂q` and `∂/∂p`, and their values on `q`, `p` and `1`. -/
theorem deriv_rules :
    (∀ f g, dq (f * g) = dq f * g + f * dq g) ∧ (∀ f g, dp (f * g) = dp f * g + f * dp g) ∧
    dq q = 1 ∧ dq p = 0 ∧ dp q = 0 ∧ dp p = 1 ∧ dq 1 = 0 ∧ dp 1 = 0 := by
  have L : ∀ (i : Fin 2) (f g : Obs),
      pderiv i (f * g) = pderiv i f * g + f * pderiv i g := by
    intro i f g
    simp only [Derivation.leibniz, smul_eq_mul]
    ring
  have hs : ∀ i : Fin 2, pderiv i (X i : Obs) = 1 := fun i => pderiv_X_self i
  have hn : ∀ i j : Fin 2, j ≠ i → pderiv i (X j : Obs) = 0 := fun _ _ h => pderiv_X_of_ne h
  have ho : ∀ i : Fin 2, pderiv i (1 : Obs) = 0 := fun _ => Derivation.map_one_eq_zero _
  exact ⟨L 0, L 1, hs 0, hn 0 1 (by decide), hn 1 0 (by decide), hs 1, ho 0, ho 1⟩
```

The symmetry $f_{pq}=f_{qp}$ follows by induction: it holds for constants, passes to sums, and passes from a polynomial $a$ to $a$ times a coordinate, whose second derivatives vanish (`hX`).

```lean
/-- Mixed partial derivatives of a polynomial are symmetric. -/
theorem dq_dp_comm (f : Obs) : dq (dp f) = dp (dq f) := by
  obtain ⟨Lq, Lp, -⟩ := deriv_rules
  have hX : ∀ i j n : Fin 2, pderiv i (pderiv j (X n : Obs)) = 0 := by
    intro i j n
    by_cases h : n = j
    · subst h
      rw [pderiv_X_self]
      exact Derivation.map_one_eq_zero _
    · rw [pderiv_X_of_ne h, map_zero]
  induction f using MvPolynomial.induction_on with
  | C a =>
    have e : ∀ i : Fin 2, pderiv i (C a : Obs) = 0 := fun _ => pderiv_C
    have e1 : dp (C a) = 0 := e 1
    have e0 : dq (C a) = 0 := e 0
    simp only [e0, e1, map_zero]
  | add a b ha hb => simp only [map_add, ha, hb]
  | mul_X a n ha =>
    have e1 : dq (dp (X n)) = 0 := hX 0 1 n
    have e2 : dp (dq (X n)) = 0 := hX 1 0 n
    simp only [Lq, Lp, map_add, ha, e1, e2]
    ring
```

## Linearity and the basic operators

Both $D_f$ and $L_f$ are linear in $f$, hence so is $T$.

```lean
/-- The action of `T(f)` on a state `ψ`. -/
theorem preq_apply (ℏ : ℝ) (f ψ : Obs) :
    preq ℏ f ψ = (I * ℏ : ℂ) • bracket f ψ + (f - p * dp f) * ψ := rfl

/-- The map `f ↦ T(f)` is complex linear. -/
theorem preq_linear (ℏ : ℝ) (a : ℂ) (f g : Obs) :
    preq ℏ (a • f + g) = a • preq ℏ f + preq ℏ g := by
  refine LinearMap.ext fun ψ => ?_
  simp only [LinearMap.add_apply, LinearMap.smul_apply, preq_apply, bracket, map_add, map_smul]
  simp only [smul_eq_C_mul]
  ring
```

For $f=1$, $D_1=0$ and $L_1=1$. For $f=q$, $D_q=\partial_p$ and $L_q=q$. For $f=p$, $D_p=-\partial_q$ and $L_p=0$. Thus
$$T(1)=1,\qquad T(q)=q+i\hbar\,\partial_p,\qquad T(p)=-i\hbar\,\partial_q .$$

```lean
/-- `T(1)` is the identity, `T(q) = q + iℏ ∂/∂p` and `T(p) = -iℏ ∂/∂q`. -/
theorem preq_basic (ℏ : ℝ) :
    preq ℏ 1 = 1 ∧ preq ℏ q = LinearMap.mulLeft ℂ q + (I * ℏ : ℂ) • dp ∧
    preq ℏ p = -((I * ℏ : ℂ) • dq) := by
  obtain ⟨-, -, hqq, hqp, hpq, hpp, hq1, hp1⟩ := deriv_rules
  refine ⟨?_, ?_, ?_⟩ <;> refine LinearMap.ext fun ψ => ?_ <;>
    simp only [preq_apply, bracket, hqq, hqp, hpq, hpp, hq1, hp1, LinearMap.add_apply,
      LinearMap.smul_apply, LinearMap.neg_apply, LinearMap.mulLeft_apply,
      Module.End.one_apply, smul_eq_C_mul] <;> ring
```

## The Dirac condition

Multiplications commute and $[D_f,L_g]$ is multiplication by $\{f,L_g\}$, so
$$[Tf,Tg]=c^2[D_f,D_g]+c\big(\{f,L_g\}-\{g,L_f\}\big).$$
The second-order part of $D_fD_g\psi$ is $f_qg_q\psi_{pp}+f_pg_p\psi_{qq}-(f_qg_p+f_pg_q)\psi_{qp}$, symmetric in $f$ and $g$, and it cancels. What remains has coefficient $\{f,g_q\}+\{f_q,g\}=\{f,g\}_q$ on $\psi_p$ and $-\{f,g\}_p$ on $\psi_q$, so $[D_f,D_g]=D_{\{f,g\}}$. Next, $\{f,p\}=f_q$ gives $\{f,L_g\}=\{f,g\}-f_qg_p-p\{f,g_p\}$, and subtracting the same with $f,g$ exchanged,
$$\{f,L_g\}-\{g,L_f\}=2\{f,g\}-\{f,g\}-p\big(\{f,g_p\}+\{f_p,g\}\big)=L_{\{f,g\}} .$$
Hence $[Tf,Tg]=i\hbar\,T\{f,g\}$. Lean does this in one pass: `simp only` expands with `Lq`, `Lp` and orders mixed partials by `dq_dp_comm`, and `ring` performs both cancellations.

```lean
/-- The Dirac condition `[T f, T g] = iℏ T {f,g}` holds for all polynomials. -/
theorem dirac_condition (ℏ : ℝ) (f g : Obs) :
    preq ℏ f * preq ℏ g - preq ℏ g * preq ℏ f = (I * ℏ : ℂ) • preq ℏ (bracket f g) := by
  obtain ⟨Lq, Lp, -, hqp, -, hpp, -, -⟩ := deriv_rules
  refine LinearMap.ext fun ψ => ?_
  -- expand by Leibniz and order the mixed partials; second derivatives of ψ cancel
  simp only [LinearMap.sub_apply, Module.End.mul_apply, LinearMap.smul_apply, preq_apply,
    bracket, map_add, map_sub, map_smul, Lq, Lp, hqp, hpp, dq_dp_comm]
  simp only [smul_eq_C_mul]
  ring
```

## Faithfulness

On two test states, $T(f)1=L_f$ and $T(f)q=-cf_p+qL_f$. If $Tf=Tg$, then $q$ times the first equation minus the second gives $c(f_p-g_p)=0$, which is `h3`. For $\hbar\neq0$ this forces $f_p=g_p$, and adding $p(f_p-g_p)=0$ to $L_f=L_g$ gives $f=g$. At $\hbar=0$ injectivity fails: $T(p)=0=T(0)$ although $p\neq0$. No other theorem assumes $\hbar\neq0$.

```lean
/-- For `ℏ ≠ 0` distinct observables have distinct prequantization operators. -/
theorem preq_injective (ℏ : ℝ) (hℏ : ℏ ≠ 0) : Function.Injective (preq ℏ) := by
  obtain ⟨-, -, hqq, -, hpq, -, hq1, hp1⟩ := deriv_rules
  intro f g h
  -- test on the states 1 and q
  have h1 := LinearMap.congr_fun h 1
  have h2 := LinearMap.congr_fun h q
  simp only [preq_apply, bracket, hqq, hpq, hq1, hp1, smul_eq_C_mul] at h1 h2
  have hc : (I * ℏ : ℂ) ≠ 0 := mul_ne_zero I_ne_zero (ofReal_ne_zero.mpr hℏ)
  have hC : (C (I * ℏ : ℂ) : Obs) ≠ 0 := (map_ne_zero _).mpr hc
  have h3 : (C (I * ℏ : ℂ) : Obs) * (dp f - dp g) = 0 := by linear_combination q * h1 - h2
  have h4 : dp f - dp g = 0 := (mul_eq_zero.mp h3).resolve_left hC
  linear_combination h1 + p * h4
```

## A nonscalar operator in the commutant

Since $q_p=0$, $[\partial_p,\,q+c\,\partial_p]=0$, and $[\partial_p,-c\,\partial_q]=0$ by symmetry of mixed partials. If $\partial_p$ were $\lambda$ times the identity for a complex $\lambda$ (the `c` of the Lean statement), the state $1$ would give $\lambda=0$ and the state $p$ would give $\lambda p=1$; the combination `h2 - p * h1` yields $1=0$.

```lean
/-- `∂/∂p` commutes with `T(q)` and `T(p)` and is not a multiple of the identity. -/
theorem dp_in_commutant (ℏ : ℝ) :
    Commute dp (preq ℏ q) ∧ Commute dp (preq ℏ p) ∧
    ∀ c : ℂ, dp ≠ c • (1 : Module.End ℂ Obs) := by
  obtain ⟨-, Lp, hqq, hqp, hpq, hpp, -, hp1⟩ := deriv_rules
  refine ⟨?_, ?_, fun c h => ?_⟩
  · show dp * preq ℏ q = preq ℏ q * dp
    refine LinearMap.ext fun ψ => ?_
    simp only [Module.End.mul_apply, preq_apply, bracket, map_add, map_sub, map_smul,
      map_zero, Lp, hqq, hpq, hpp, hp1, dq_dp_comm]
    simp only [smul_eq_C_mul]
    ring
  · show dp * preq ℏ p = preq ℏ p * dp
    refine LinearMap.ext fun ψ => ?_
    simp only [Module.End.mul_apply, preq_apply, bracket, map_add, map_sub, map_smul,
      map_zero, Lp, hqp, hpp, hp1, dq_dp_comm]
    simp only [smul_eq_C_mul]
    ring
  · -- the state 1 forces c = 0, the state p forces c p = 1
    have h1 := LinearMap.congr_fun h 1
    have h2 := LinearMap.congr_fun h p
    simp only [hp1, hpp, LinearMap.smul_apply, Module.End.one_apply, smul_eq_C_mul] at h1 h2
    have h3 : (1 : Obs) = 0 := by linear_combination h2 - p * h1
    exact one_ne_zero h3
```

## Polarized states

Let $\psi_p=0$, so that $\psi_{qp}=0$ too. Then $\{f,\psi\}=-f_p\psi_q$ and $\partial_pL_f=f_p-f_p-pf_{pp}$, which give the identity `key`:
$$\partial_p\big(T(f)\psi\big)=-f_{pp}\,(i\hbar\,\psi_q+p\,\psi).$$
If $f_{pp}=0$, polarized states stay polarized. Conversely, $\psi=1$ gives $pf_{pp}=0$, and $p\neq0$ in a ring without zero divisors gives $f_{pp}=0$.

```lean
/-- `T(f)` maps polarized states to polarized states exactly when `∂²f/∂p² = 0`. -/
theorem preserves_polarized_iff (ℏ : ℝ) (f : Obs) :
    (∀ ψ ∈ polarized, preq ℏ f ψ ∈ polarized) ↔ dp (dp f) = 0 := by
  obtain ⟨-, Lp, -, -, -, hpp, hq1, hp1⟩ := deriv_rules
  -- the p-dependence that T(f) creates in a polarized state
  have key : ∀ ψ, dp ψ = 0 →
      dp (preq ℏ f ψ) = -(dp (dp f)) * (C (I * ℏ : ℂ) * dq ψ + p * ψ) := by
    intro ψ hψ
    have h2 : dp (dq ψ) = 0 := by rw [← dq_dp_comm, hψ, map_zero]
    simp only [preq_apply, bracket, map_add, map_sub, map_smul, map_zero, Lp, hpp, hψ, h2]
    simp only [smul_eq_C_mul]
    ring
  constructor
  · intro h
    have h1 : dp (preq ℏ f 1) = 0 := LinearMap.mem_ker.mp (h 1 (LinearMap.mem_ker.mpr hp1))
    rw [key 1 hp1, hq1] at h1
    have h2 : p * dp (dp f) = 0 := by linear_combination -h1
    have hp : p ≠ 0 := X_ne_zero 1
    exact (mul_eq_zero.mp h2).resolve_left hp
  · intro h ψ hψ
    refine LinearMap.mem_ker.mpr ?_
    rw [key ψ (LinearMap.mem_ker.mp hψ), h]
    ring
```

On polarized states $T(q)$ is multiplication by $q$ and $T(p)=-i\hbar\,\partial_q$, the Schrödinger operators, while $p^2$ has $f_{pp}=2$, so $T(p^2)$ does not restrict to position wave functions. The usual kinetic energy is built from $T(p)^2=-\hbar^2\partial_q^2$, which does restrict but is not $T(p^2)$.

## The main theorem

For every real $\hbar$, `prequantization_not_irreducible` states six things: $T(1)$ is the identity; the Dirac condition holds for all $f,g$; $\partial_p$ commutes with $T(q)$; it commutes with $T(p)$; it is no complex multiple of the identity; and $T(q),T(p)$ do not act irreducibly. Irreducibility in the theorem's name refers to the pair $T(q),T(p)$, not to the family of all $T(f)$; the polarized states are not invariant under $T(p^2)$. The first five are collected from the earlier theorems. For the last, the assumed irreducibility `h` is applied to `polarized`, which is invariant because $q_{pp}=p_{pp}=0$. It is not zero since it contains $1$, and not everything since $p_p=1\neq0$.

```lean
/-- Prequantization sends `1` to the identity and obeys the Dirac condition for all
polynomials, while the nonscalar operator `∂/∂p` commutes with `T(q)` and `T(p)`, and these
two operators do not act irreducibly. -/
theorem prequantization_not_irreducible (ℏ : ℝ) :
    preq ℏ 1 = 1 ∧
    (∀ f g, preq ℏ f * preq ℏ g - preq ℏ g * preq ℏ f
      = (I * ℏ : ℂ) • preq ℏ (bracket f g)) ∧
    Commute dp (preq ℏ q) ∧ Commute dp (preq ℏ p) ∧
    (∀ c : ℂ, dp ≠ c • (1 : Module.End ℂ Obs)) ∧
    ¬ ActsIrreducibly (preq ℏ q) (preq ℏ p) := by
  obtain ⟨-, -, -, -, hpq, hpp, -, hp1⟩ := deriv_rules
  obtain ⟨c1, c2, c3⟩ := dp_in_commutant ℏ
  refine ⟨(preq_basic ℏ).1, dirac_condition ℏ, c1, c2, c3, fun h => ?_⟩
  -- the polarized states are invariant, contain 1 and miss p
  rcases h polarized ((preserves_polarized_iff ℏ q).mpr (by rw [hpq, map_zero]))
    ((preserves_polarized_iff ℏ p).mpr (by rw [hpp, hp1])) with h0 | h0
  · have h1 : (1 : Obs) ∈ polarized := LinearMap.mem_ker.mpr hp1
    rw [h0, Submodule.mem_bot] at h1
    exact one_ne_zero h1
  · have h1 : p ∈ polarized := by
      rw [h0]
      exact Submodule.mem_top
    have h2 : dp p = 0 := LinearMap.mem_ker.mp h1
    rw [hpp] at h2
    exact one_ne_zero h2

end

end Prequantization
```

```lean
#print axioms Prequantization.preq_linear
#print axioms Prequantization.preq_injective
#print axioms Prequantization.prequantization_not_irreducible
```

```
'Prequantization.preq_linear' depends on axioms: [propext, Classical.choice, Quot.sound]
'Prequantization.preq_injective' depends on axioms: [propext, Classical.choice, Quot.sound]
'Prequantization.prequantization_not_irreducible' depends on axioms: [propext, Classical.choice, Quot.sound]
```

## States in a Hilbert space

One could instead take square-integrable states on the phase plane and ask for closed invariant subspaces, a setting the file leaves untouched. The unbounded operators would then need domains, and the witness would change: a nonzero function independent of $p$ is not square-integrable over the plane, so the kernel of $\partial_p$ would be zero and another invariant subspace would be needed, for instance the range of a spectral projection of $i\,\partial_p$; this is one choice among many, since $p+i\hbar\,\partial_q$ also commutes with $T(q)$ and $T(p)$.
